# The fractional increase of the Dirac over the Schrödinger 1s binding energy for 0 < Zα < 1

The lemma `increase_eq` compares the Dirac and Schrödinger binding energies of the 1s state at coupling x = Zα, with 0 < x < 1. In units of mc², the Dirac energy with rest energy included is defined as s = √(1 − x²), so the Dirac binding is 1 − s, while the Schrödinger binding is defined as x²/2; neither formula is derived here from its wave equation. The lemma states that the ratio of the Dirac to the Schrödinger binding, minus one, equals x²/(1 + s)². The proof takes s² = 1 − x² from an earlier lemma, uses it to factor x² as (1 − s)(1 + s), and then cancels the common factor 1 − s in the ratio.

An attempt in Lean 4 with a fault in it:

```lean
import Mathlib

open Filter Topology Set

namespace DiracGroundStateBinding

noncomputable section

/-- The Dirac 1s energy, rest energy included, in units of `mc²`, at coupling `x = Zα` with `0 < x <
1`. -/
def diracEnergy (x : ℝ) : ℝ := √(1 - x ^ 2)

/-- The Dirac 1s binding energy in units of `mc²`, for `0 < x < 1`. -/
def diracBinding (x : ℝ) : ℝ := 1 - diracEnergy x

/-- The Schrödinger 1s binding energy in units of `mc²`, for `x > 0`. -/
def schrodingerBinding (x : ℝ) : ℝ := x ^ 2 / 2

/-- The fractional increase of the Dirac over the Schrödinger 1s binding, for `0 < x < 1`. -/
def increase (x : ℝ) : ℝ := diracBinding x / schrodingerBinding x - 1

/-- For `0 < x < 1` the Dirac 1s energy lies strictly between zero and the rest energy,
and its square is `1 - x²`. -/
theorem diracEnergy_spec {x : ℝ} (hx0 : 0 < x) (hx1 : x < 1) :
    0 < diracEnergy x ∧ diracEnergy x < 1 ∧ diracEnergy x ^ 2 = 1 - x ^ 2 := by
  have h : 0 < 1 - x ^ 2 := by nlinarith
  have hs : diracEnergy x ^ 2 = 1 - x ^ 2 := Real.sq_sqrt h.le
  have hp : 0 < diracEnergy x := Real.sqrt_pos.mpr h
  exact ⟨hp, by nlinarith [pow_pos hx0 2], hs⟩

/-- For `0 < x < 1` the fractional increase equals `x ^ 2 / (1 + s) ^ 2`, where `s` is the Dirac 1s
energy `diracEnergy x`. -/
theorem increase_eq {x : ℝ} (hx0 : 0 < x) (hx1 : x < 1) :
    increase x = x ^ 2 / (1 + diracEnergy x) ^ 2 := by
  obtain ⟨hp, hl, hs⟩ := diracEnergy_spec hx0 hx1
  unfold increase diracBinding schrodingerBinding
  generalize diracEnergy x = s at hp hl hs ⊢
  have hx2 : x ^ 2 = (1 - s) * (1 + s) := by linear_combination -hs
  have hm : 1 - s ≠ 0 := (sub_pos.mpr hl).ne'
  have hq : 1 + s ≠ 0 := by positivity
  have e : (1 - s) / ((1 - s) * (1 + s) / 2) = 2 / (1 + s) := by
    rw [div_eq_div_iff (div_ne_zero (mul_ne_zero hm hq) two_ne_zero) hq]
    ring
  rw [hx2, e]
  field_simp
  ring

end

end DiracGroundStateBinding
```

Messages:

```
Main.lean:38:45: error: ring failed, ring expressions not equal
x : ℝ
hx0 : 0 < x
hx1 : x < 1
s : ℝ
hp : 0 < s
hl : s < 1
hs : s ^ 2 = 1 - x ^ 2
⊢ -2 + x ^ 2 * 2 + s ^ 2 * 2 = 0
```

What went wrong. The error is a wrong sign in the proof of `hx2`, the factorisation x² = (1 − s)(1 + s). `linear_combination` subtracts the two sides of the given combination of hypotheses from the two sides of the goal, and asks `ring` to check that what remains is zero. The goal's left side minus its right is x² + s² − 1, and the same difference for `hs`, which says s² = 1 − x², is also s² + x² − 1. The coefficient must therefore be +1. With `-hs` the two differences add instead of cancelling, leaving 2(x² + s² − 1), which is the expression in the message. It does vanish by `hs`, but `ring` proves only identities that hold without hypotheses, so it fails.

Replacing `-hs` with `hs` makes the difference cancel identically, and `ring` closes the goal.

The repair, with which the file compiles:

```diff
@@ -36,5 +36,5 @@
   unfold increase diracBinding schrodingerBinding
   generalize diracEnergy x = s at hp hl hs ⊢
-  have hx2 : x ^ 2 = (1 - s) * (1 + s) := by linear_combination -hs
+  have hx2 : x ^ 2 = (1 - s) * (1 + s) := by linear_combination hs
   have hm : 1 - s ≠ 0 := (sub_pos.mpr hl).ne'
   have hq : 1 + s ≠ 0 := by positivity
```
